# Invariance under common voltage shifts of a zero-temperature multiterminal current with one internal potential: response coefficients that sum to one, or constant transmission

**Q:** You describe the whole electrostatic interior of the conductor by one number \(U\), and you make it a linear function of the terminal voltages with arbitrary real coefficients. Why not build in the correct electrostatics from the start?

**A:** Because the coefficients are what we want to test. Label the terminals by a finite set, let \(V_k\) be the voltage of terminal \(k\), and put

\[
U(V)=\sum_k u_k V_k ,\qquad s=\sum_k u_k .
\]

The number \(u_k\) says how strongly the interior follows terminal \(k\). If every conductor that couples to the interior is among the terminals, electrostatics requires \(s=1\): raising all of them together raises the interior by the same amount. If a gate held at fixed potential is left out of the list, \(s\) can differ from one. Leaving \(s\) free lets us ask what the current does in either case.

In Lean 4 with Mathlib:

```lean
import Mathlib

open Finset

namespace MultiterminalGaugeInvariance

noncomputable section

variable {ι : Type*} [Fintype ι]
```

The type `ι` is the set of terminals, and `Fintype ι` says that it is finite. The coefficients and the voltages are both functions `ι → ℝ`.

```lean
/-- The internal potential of the conductor, a linear response `U = ∑ u_k V_k` to the
terminal voltages. -/
def internalPotential (u V : ι → ℝ) : ℝ := ∑ k, u k * V k
```

**Q:** And how does \(U\) enter the current?

**A:** Through a rigid shift of the energy scale. The transmission function \(T_{\alpha\beta}(E)\), from terminal \(\beta\) into terminal \(\alpha\), is fixed once and for all. Terminal \(k\) has electrochemical potential \(E_F+V_k\), where \(E_F\) is the Fermi level at zero voltages, and \(E\) is measured from \(E_F+U\), so \(E_F\) does not appear in the limits. The current at terminal \(\alpha\) is

\[
I_\alpha(V)=\sum_\beta\int_{V_\beta-U}^{V_\alpha-U}T_{\alpha\beta}(E)\,dE .
\]

This is the Landauer–Büttiker expression for the current flowing from \(\alpha\) into the conductor, for non-interacting carriers at zero temperature, where the Fermi functions are steps and leave sharp limits. It is the form that the outgoing minus the incoming flux takes once the sum rule \(\sum_\beta T_{\alpha\beta}=\sum_\beta T_{\beta\alpha}\) is used. Charge and conductance prefactors are one, so voltages and energies share a unit.

```lean
/-- The current at terminal `α`, in units where the prefactor is one: each transmission function
`T α β` is integrated between the voltages of `β` and `α` measured from the internal potential. -/
def current (T : ι → ι → ℝ → ℝ) (u V : ι → ℝ) (α : ι) : ℝ :=
  ∑ β, ∫ E in (V β - internalPotential u V)..(V α - internalPotential u V), T α β E
```

**Q:** That sum includes \(\beta=\alpha\). Is reflection being counted as a current?

**A:** No. For \(\beta=\alpha\) the two limits coincide and the integral is zero, so \(T_{\alpha\alpha}\) never contributes. The definition also doesn't impose \(0\le T_{\alpha\beta}\), unitarity or the sum rules that conserve current. The theorems hold without them, and so in particular for transmission functions that satisfy them.

The two-terminal current gets a definition of its own, with \(U=aV_L+bV_R\):

```lean
/-- The current between two terminals with internal potential `U = a V_L + b V_R`. -/
def twoTerminalCurrent (T : ℝ → ℝ) (a b VL VR : ℝ) : ℝ :=
  ∫ E in (VR - (a * VL + b * VR))..(VL - (a * VL + b * VR)), T E
```

**Q:** Now shift all the voltages by \(c\). What moves?

**A:** The potential first:

\[
U(V+c)=\sum_k u_k(V_k+c)=U(V)+s\,c .
\]

```lean
/-- A common voltage shift `c` moves the internal potential by `(∑ u_k) c`. -/
theorem internalPotential_shift (u V : ι → ℝ) (c : ℝ) :
    internalPotential u (fun k => V k + c) = internalPotential u V + (∑ k, u k) * c := by
  simp only [internalPotential, mul_add, Finset.sum_add_distrib, Finset.sum_mul]
```

Each voltage measured from the interior therefore changes as

\[
(V_k+c)-U(V+c)=V_k-U(V)+(1-s)c .
\]

All integration limits move by the same amount \((1-s)c\). The windows keep their widths and slide along the energy axis. In the next lemma, the auxiliary statement `h` is this identity, and the last line substitutes it into both limits.

```lean
/-- Under a common voltage shift `c` all integration limits of the current move by
`(1 - ∑ u_k) c`. -/
theorem current_shift (T : ι → ι → ℝ → ℝ) (u V : ι → ℝ) (α : ι) (c : ℝ) :
    current T u (fun k => V k + c) α =
      ∑ β, ∫ E in (V β - internalPotential u V + (1 - ∑ k, u k) * c)..(V α -
        internalPotential u V + (1 - ∑ k, u k) * c), T α β E := by
  have h : ∀ k, V k + c - (internalPotential u V + (∑ k, u k) * c) =
      V k - internalPotential u V + (1 - ∑ k, u k) * c := by
    intro k
    ring
  simp only [current, internalPotential_shift, h]
```

**Q:** Then \(s=1\) is clearly sufficient, since nothing slides. Constant transmission is sufficient too, since only the widths count. But necessity worries me. The current is a sum over terminals, and changes in different terms might cancel.

**A:** At one particular set of voltages they might. Invariance is required at every set of voltages, though, and that lets us isolate one term. Suppose \(s\neq1\). Then the relative voltages \(V_k-U\) can be given any values \(x_k\) we like. Try \(V_k=x_k+w\) with a common offset \(w\). By the shift rule,

\[
V_k-U(V)=x_k+w-U(x)-s\,w=x_k+(1-s)w-U(x),
\]

which equals \(x_k\) when \(w=U(x)/(1-s)\).

```lean
/-- If the response coefficients do not sum to one, the terminal voltages measured from the
internal potential can be given any prescribed values. -/
theorem exists_voltages {u : ι → ℝ} (hu : ∑ k, u k ≠ 1) (x : ι → ℝ) :
    ∃ V : ι → ℝ, ∀ k, V k - internalPotential u V = x k := by
  have hne : 1 - ∑ k, u k ≠ 0 := sub_ne_zero.2 (Ne.symm hu)
  have hw : (1 - ∑ k, u k) * (internalPotential u x / (1 - ∑ k, u k)) =
      internalPotential u x := by
    field_simp
  refine ⟨fun k => x k + internalPotential u x / (1 - ∑ k, u k), fun k => ?_⟩
  rw [internalPotential_shift]
  linear_combination hw
```

The proof supplies exactly these voltages. The statement `hw` records that \((1-s)w=U(x)\), and `linear_combination hw` finishes the algebra.

**Q:** When \(s=1\) this fails, I take it.

**A:** Yes, the offset then drops out and cannot compensate \(U(x)\). We don't need the lemma there, because \(s=1\) is already one of the two alternatives.

Now choose a terminal \(\beta\neq\alpha\). Give \(\beta\) the relative voltage \(x\) and every other terminal, \(\alpha\) included, the relative voltage \(y\). All windows except that of \(\beta\) have zero width, so

\[
I_\alpha=\int_x^y T_{\alpha\beta}(E)\,dE .
\]

A common shift \(c=d/(1-s)\) slides this window by \(d\). Invariance then gives, for all real \(x,y,d\),

\[
\int_{x+d}^{y+d}T_{\alpha\beta}(E)\,dE=\int_x^yT_{\alpha\beta}(E)\,dE .
\]

Differentiating with respect to \(y\) yields \(T_{\alpha\beta}(y+d)=T_{\alpha\beta}(y)\). Since \(d\) is arbitrary, \(T_{\alpha\beta}\) is constant.

**Q:** The differentiation is where continuity comes in?

**A:** Yes, through the fundamental theorem of calculus. Without continuity the pointwise conclusion would be false: changing a constant function at a single energy leaves every integral unchanged. An ideal step-like transmission is likewise not covered by the hypothesis.

```lean
/-- A continuous transmission function whose integral over every energy window is unchanged by
every translation of the window is constant. -/
theorem constant_of_window_invariant {T : ℝ → ℝ} (hT : Continuous T)
    (h : ∀ x y d : ℝ, ∫ E in (x + d)..(y + d), T E = ∫ E in x..y, T E) (E E' : ℝ) :
    T E = T E' := by
  -- differentiate both integrals with respect to the upper limit
  have h1 := (hT.integral_hasStrictDerivAt 0 E).hasDerivAt
  have h2 := HasDerivAt.comp_add_const E (E' - E)
    (hT.integral_hasStrictDerivAt (0 + (E' - E)) (E + (E' - E))).hasDerivAt
  simp only [h] at h2
  have h3 := h1.unique h2
  rwa [show E + (E' - E) = E' by ring] at h3
```

Here the lower limit is \(0\), the upper limit is evaluated at \(E\), and the translation is \(d=E'-E\). The derivative `h1` of the original integral is \(T(E)\), while `h2` gives \(T(E+d)\) for the translated one. The hypothesis makes the two integrals the same function of the upper limit, and uniqueness of the derivative equates the values.

**Q:** Read me the main theorem in words, then. I want to know where the quantifiers sit.

**A:** Fix the transmission functions, the coefficients and one terminal \(\alpha\), and assume that \(T_{\alpha\beta}\) is continuous for every \(\beta\). The left side says that for all voltages \(V\) and all shifts \(c\), the current at \(\alpha\) is unchanged. The right side says that \(s=1\), or that for every \(\beta\neq\alpha\) the function \(T_{\alpha\beta}\) takes the same value at any two energies. Different terminals \(\beta\) may have different constants.

```lean
/-- If the transmission functions `T α β` are continuous for every `β`, the current at terminal `α`
is, at all terminal voltages, invariant under every common voltage shift if and only if the response
coefficients sum to one or all transmission functions between `α` and the other terminals are
independent of energy. -/
theorem current_invariant_iff (T : ι → ι → ℝ → ℝ) (u : ι → ℝ) (α : ι)
    (hT : ∀ β, Continuous (T α β)) :
    (∀ (V : ι → ℝ) (c : ℝ), current T u (fun k => V k + c) α = current T u V α) ↔
      ∑ k, u k = 1 ∨ ∀ β, β ≠ α → ∀ E E', T α β E = T α β E' := by
  classical
  constructor
  · intro h
    by_cases hu : ∑ k, u k = 1
    · exact Or.inl hu
    refine Or.inr fun β hβ => constant_of_window_invariant (hT β) fun x y d => ?_
    have hne : 1 - ∑ k, u k ≠ 0 := sub_ne_zero.2 (Ne.symm hu)
    have hd : (1 - ∑ k, u k) * (d / (1 - ∑ k, u k)) = d := by field_simp
    -- terminal β sits at x, all others at y, so only the window of β contributes
    obtain ⟨V, hV⟩ := exists_voltages hu (fun k => if k = β then x else y)
    have key : ∀ e : ℝ, ∑ γ, ∫ E in ((if γ = β then x else y) + e)..(y + e), T α γ E =
        ∫ E in (x + e)..(y + e), T α β E := by
      intro e
      rw [Finset.sum_eq_single β]
      · rw [if_pos rfl]
      · intro γ _ hγ
        rw [if_neg hγ, intervalIntegral.integral_same]
      · intro hn
        exact absurd (Finset.mem_univ _) hn
    have h0 := key 0
    simp only [add_zero] at h0
    have hs := h V (d / (1 - ∑ k, u k))
    rw [current_shift] at hs
    simp only [current, hV, hd, if_neg (Ne.symm hβ)] at hs
    rw [← key d, ← h0]
    exact hs
  · rintro (hu | hc) V c
    · -- the limits do not move
      rw [current_shift, hu]
      simp only [current, sub_self, zero_mul, add_zero]
    · -- the limits move, but only the width of each window counts
      rw [current_shift]
      unfold current
      refine Finset.sum_congr rfl fun β _ => ?_
      by_cases hβ : β = α
      · rw [hβ, intervalIntegral.integral_same, intervalIntegral.integral_same]
      · have hf : T α β = fun _ => T α β 0 := funext fun E => hc β hβ E 0
        rw [hf]
        simp only [intervalIntegral.integral_const, smul_eq_mul]
        ring
```

In the forward direction, `by_cases` disposes of \(s=1\). Otherwise `exists_voltages` prepares the configuration with \(\beta\) at \(x\) and the rest at \(y\). The statement `key` shows that only the term of \(\beta\) survives, for any displacement \(e\) of the windows. It is used once with \(e=0\) and once with \(e=d\), and the assumed invariance links the two.

In the reverse direction, `current_shift` shows that the limits stay put if \(s=1\). If the transmissions are constant, each term with \(\beta\neq\alpha\) is the constant times the window width,

\[
T_{\alpha\beta}\,\bigl[(V_\alpha-U)-(V_\beta-U)\bigr]=T_{\alpha\beta}\,(V_\alpha-V_\beta),
\]

and neither \(U\) nor the common shift appears in it.

**Q:** With a single terminal the second alternative is empty.

**A:** And therefore true, which agrees with the left side: the only window has zero width, so the current is always zero.

**Q:** Your namespace speaks of gauge invariance. Isn't that a large name for this?

**A:** It is meant in the restricted sense common in transport: adding one constant to all terminal voltages. Time-dependent gauge functions and vector potentials do not enter. And when a fixed gate has been left out of the terminals, a common shift of the remaining voltages is a physical change relative to that gate, so a change in the current is then no inconsistency.

**Q:** Suppose my model has \(s\neq1\) and energy-dependent transmission. Can I tell how badly it violates the invariance?

**A:** To first order in the shift, yes. Write \(v_k=V_k-U(V)\) for the relative voltages. Under a shift \(c\) the term of \(\beta\) becomes

\[
\int_{v_\beta+(1-s)c}^{v_\alpha+(1-s)c}T_{\alpha\beta}(E)\,dE
=\int_0^{v_\alpha+(1-s)c}T_{\alpha\beta}(E)\,dE-\int_0^{v_\beta+(1-s)c}T_{\alpha\beta}(E)\,dE .
\]

Each integral on the right has one moving limit. The chain rule gives

\[
\left.\frac{d}{dc}I_\alpha(V+c)\right|_{c=0}=(1-s)\sum_\beta\bigl[T_{\alpha\beta}(v_\alpha)-T_{\alpha\beta}(v_\beta)\bigr].
\]

The window gains transmission at one end and loses it at the other, at a rate set by \(1-s\).

```lean
/-- For continuous transmission functions `T α β`, the rate at which the current at `α` changes
under a common voltage shift `c`, taken at `c = 0`, is `1 - ∑ u_k` times the sum of the differences
of the transmission functions at the two ends of their windows. -/
theorem current_shift_hasDerivAt (T : ι → ι → ℝ → ℝ) (u V : ι → ℝ) (α : ι)
    (hT : ∀ β, Continuous (T α β)) :
    HasDerivAt (fun c => current T u (fun k => V k + c) α)
      ((1 - ∑ k, u k) * ∑ β, (T α β (V α - internalPotential u V) -
        T α β (V β - internalPotential u V))) 0 := by
  simp only [current_shift]
  rw [Finset.mul_sum]
  refine HasDerivAt.fun_sum fun β _ => ?_
  -- derivative of an integral with one moving limit
  have hl : ∀ p s : ℝ, HasDerivAt (fun c : ℝ => ∫ E in (0 : ℝ)..(p + s * c), T α β E)
      (T α β p * s) 0 := by
    intro p s
    have h1 : HasDerivAt (fun c : ℝ => p + s * c) s 0 :=
      (((hasDerivAt_id (0 : ℝ)).const_mul s).const_add p).congr_deriv (by simp)
    have h2 := ((hT β).integral_hasStrictDerivAt 0 (p + s * 0)).hasDerivAt
    have h3 := h2.comp (0 : ℝ) h1
    have e : T α β (p + s * 0) * s = T α β p * s := by rw [mul_zero, add_zero]
    rw [e] at h3
    exact h3
  have h := (hl (V α - internalPotential u V) (1 - ∑ k, u k)).fun_sub
    (hl (V β - internalPotential u V) (1 - ∑ k, u k))
  refine (h.congr_deriv (by ring)).congr_of_eventuallyEq
    (Filter.Eventually.of_forall fun c => ?_)
  exact (intervalIntegral.integral_interval_sub_left ((hT β).intervalIntegrable _ _)
    ((hT β).intervalIntegrable _ _)).symm
```

The inner statement `hl` is the chain rule for one moving limit, with starting point `p` and speed `s`; that local `s` is applied to \(1-\sum_k u_k\), not to the sum itself. The last step identifies the difference of two integrals from \(0\) with the integral over the window.

**Q:** If this derivative vanishes for my operating voltages, is the model safe?

**A:** Not on that evidence. The bracketed differences can cancel at a particular \(V\), which is the cancellation you raised earlier. The equivalence concerns all voltages and all shifts.

**Q:** And the familiar case of a left and a right contact?

**A:** It follows by taking two terminals. For continuous \(T\) and real \(a,b\), the current

\[
I(V_L,V_R)=\int_{V_R-U}^{V_L-U}T(E)\,dE,\qquad U=aV_L+bV_R,
\]

is invariant under every common shift of \(V_L\) and \(V_R\) if and only if \(a+b=1\) or \(T\) is constant.

```lean
/-- For a continuous transmission function, the two-terminal current with `U = a V_L + b V_R` is, at
all voltages, invariant under every common shift of `V_L` and `V_R` if and only if `a + b = 1` or
the transmission is independent of energy. -/
theorem twoTerminalCurrent_invariant_iff {T : ℝ → ℝ} (hT : Continuous T) (a b : ℝ) :
    (∀ VL VR c : ℝ, twoTerminalCurrent T a b (VL + c) (VR + c) =
      twoTerminalCurrent T a b VL VR) ↔ a + b = 1 ∨ ∀ E E', T E = T E' := by
  have key : ∀ V : Fin 2 → ℝ, current (fun _ _ => T) ![a, b] V 0 =
      twoTerminalCurrent T a b (V 0) (V 1) := by
    intro V
    simp [current, internalPotential, twoTerminalCurrent, Fin.sum_univ_two]
  have main := current_invariant_iff (fun _ _ : Fin 2 => T) ![a, b] 0 (fun _ => hT)
  simp only [key, Fin.sum_univ_two] at main
  constructor
  · intro h
    rcases main.1 (fun V c => h (V 0) (V 1) c) with h1 | h1
    · exact Or.inl h1
    · exact Or.inr (h1 1 (by decide))
  · intro h VL VR c
    exact main.2 (h.imp (fun h1 => h1) (fun h1 _ _ => h1)) ![VL, VR] c

end

end MultiterminalGaugeInvariance
```

The terminal set is `Fin 2`, with left as `0` and right as `1`, and the coefficients are `![a, b]`. The same \(T\) is used for every pair of terminals, which is harmless because the reflection term vanishes. The statement `key` identifies the general current at the left terminal with the two-terminal one, and the rest translates between a voltage function on `Fin 2` and the pair \(V_L,V_R\).

```lean
#print axioms MultiterminalGaugeInvariance.current_invariant_iff
#print axioms MultiterminalGaugeInvariance.current_shift_hasDerivAt
#print axioms MultiterminalGaugeInvariance.twoTerminalCurrent_invariant_iff
```

```
'MultiterminalGaugeInvariance.current_invariant_iff' depends on axioms: [propext, Classical.choice, Quot.sound]
'MultiterminalGaugeInvariance.current_shift_hasDerivAt' depends on axioms: [propext, Classical.choice, Quot.sound]
'MultiterminalGaugeInvariance.twoTerminalCurrent_invariant_iff' depends on axioms: [propext, Classical.choice, Quot.sound]
```

**Q:** So what should I take from this when I run a nonlinear transport calculation?

**A:** If your model is of this kind, with non-interacting carriers at zero temperature, continuous transmission functions and one internal potential linear in the voltages, look at \(\sum_k u_k\). When it differs from one and some transmission function \(T_{\alpha\beta}\) with \(\beta\neq\alpha\) depends on energy, there are voltages at which the computed current at \(\alpha\) changes under a common shift of the terminal voltages. If the terminals are meant to include every conductor that couples to the interior, this is an error of the model: the current then depends on where you put the zero of voltage. If a fixed gate has been left out, it can be a real effect of moving the terminals relative to the gate.

**Q:** My potential varies along the device, and it is found self-consistently.

**A:** Then this theorem doesn't apply as it stands. It assumes a single \(U\), fixed coefficients, and transmission functions that respond to the voltages only by moving rigidly with \(U\). A potential profile that changes shape with bias can change the functions \(T_{\alpha\beta}\) themselves.
